# Real symmetric reactance matrices give symmetric, unitary scattering matrices in coupled-channel atom-surface scattering

Q: At the end of a coupled-channel diffraction calculation I have a reactance matrix $K$ between the open channels. I solve a linear system with the matrix $1-iK$ to get the scattering matrix $S$, then report $|S_{jm}|^2$ as the probability of going from incident channel $m$ to outgoing channel $j$. What tells me that the system is solvable and that the probabilities add up to one?

A: Both follow if $K$ is real and symmetric and the set of open channels is finite. Under those conditions $1-iK$ is invertible, and

$$S=(1+iK)(1-iK)^{-1}$$

is symmetric and unitary. The file that proves this needs only Mathlib and an index type `n` for the channels.

```lean
import Mathlib

open Matrix

namespace AtomSurfaceScattering

noncomputable section

variable {n : Type*}
```

Q: My $K$ is real, but $S$ is complex. Where does the change happen?

A: In the first definition. `complexK K` has the same entries as `K`, read as complex numbers. The type `Matrix n n ℝ` therefore carries the assumption that $K$ is real.

```lean
/-- The real reactance matrix `K` between open channels, read as a complex matrix. -/
def complexK (K : Matrix n n ℝ) : Matrix n n ℂ := K.map (fun x => (x : ℂ))
```

The second definition is the formula for $S$, with `Complex.I` for $i$. From here on the channel set is finite.

```lean
variable [Fintype n] [DecidableEq n]

/-- The scattering matrix `S = (1 + iK)(1 - iK)⁻¹` built from the reactance matrix `K`. -/
def scatteringMatrix (K : Matrix n n ℝ) : Matrix n n ℂ :=
  (1 + Complex.I • complexK K) * (1 - Complex.I • complexK K)⁻¹
```

Q: Which asymptotic convention does that formula belong to?

A: Let $z$ be the distance from the surface, and let $k_j$ be the perpendicular wavenumber of channel $j$. Take the solutions far from the surface to be $k_j^{-1/2}\left[\sin(k_jz)\,\delta_{jm}+\cos(k_jz)\,K_{jm}\right]$. Writing sine and cosine as exponentials and multiplying from the right by a multiple of $(1-iK)^{-1}$ turns this into

$$k_j^{-1/2}\left[e^{-ik_jz}\,\delta_{jm}-e^{ik_jz}\,S_{jm}\right].$$

With the factor $k_j^{-1/2}$, waves with equal coefficients carry equal flux in every channel, which is why $|S_{jm}|^2$ is a probability. The file starts after this matching: it takes $K$ as given and contains neither a wavefunction nor a potential.

Q: Then the symmetry of $K$ is put in by hand. What physics does it stand for?

A: It stands for elastic, loss-free scattering described by real, symmetric coupled equations. For diffraction channels labelled by surface reciprocal-lattice vectors, the couplings are Fourier coefficients of the potential. They are real and symmetric when the surface has an in-plane inversion centre and the origin is placed there. For a less symmetric surface the plane-wave couplings can be complex, and you would have to check whether your $K$ meets the hypothesis. Absorption, or loss into channels left out of the set, is also excluded. In Lean the condition is `hK : K.IsSymm`, which says $K^{T}=K$.

Q: Why can't $1-iK$ be singular? I can imagine an unlucky energy at which it is.

A: Suppose $(1-iK)v=0$, and write $v=x+iy$ with real vectors $x$ and $y$. Then $x+iy=iK(x+iy)=-Ky+iKx$, so

$$x=-Ky,\qquad y=Kx.$$

Symmetry lets $K$ move across the dot product:

$$x\cdot x=-x\cdot Ky=-(Kx)\cdot y=-y\cdot y.$$

The left side is at least zero and the right side is at most zero. Both vanish, so $x=y=0$ and $v=0$. A square matrix with no nonzero null vector is invertible. This covers every energy at which $K$ has finite entries; at a pole of $K$ there is no matrix to insert.

The Lean proof has the same shape. The inner statement `real_part` is the dot-product argument, with `key` as the step that uses symmetry. The proof then assumes that the determinant is zero, obtains a nonzero null vector `v`, and splits its equation into real and imaginary parts, `hx` and `hy`. Applying `real_part` gives the contradiction.

```lean
/-- For a real symmetric reactance matrix `K`, the matrix `1 - iK` is invertible. -/
theorem isUnit_one_sub_iK {K : Matrix n n ℝ} (hK : K.IsSymm) :
    IsUnit (1 - Complex.I • complexK K) := by
  -- the real and imaginary parts of a null vector must both vanish
  have real_part : ∀ x y : n → ℝ, x = -(K *ᵥ y) → y = K *ᵥ x → x = 0 ∧ y = 0 := by
    intro x y hx hy
    have key : x ⬝ᵥ K *ᵥ y = y ⬝ᵥ y := by
      rw [Matrix.dotProduct_mulVec, ← Matrix.mulVec_transpose, hK.eq, ← hy]
    have hxx : x ⬝ᵥ x = -(y ⬝ᵥ y) := by
      calc x ⬝ᵥ x = x ⬝ᵥ (-(K *ᵥ y)) := congrArg (fun z => x ⬝ᵥ z) hx
        _ = -(y ⬝ᵥ y) := by rw [dotProduct_neg, key]
    have nonneg : ∀ z : n → ℝ, 0 ≤ z ⬝ᵥ z := by
      intro z
      unfold dotProduct
      exact Finset.sum_nonneg fun i _ => mul_self_nonneg (z i)
    have h1 := nonneg x
    have h2 := nonneg y
    exact ⟨dotProduct_self_eq_zero.mp (by linarith),
      dotProduct_self_eq_zero.mp (by linarith)⟩
  rw [Matrix.isUnit_iff_isUnit_det, isUnit_iff_ne_zero]
  intro hdet
  obtain ⟨v, hv, h⟩ := Matrix.exists_mulVec_eq_zero_iff.mpr hdet
  have hrow : ∀ i, v i = Complex.I * ∑ j, (K i j : ℂ) * v j := by
    intro i
    have hi := congrFun h i
    rw [Matrix.sub_mulVec, Matrix.one_mulVec, Matrix.smul_mulVec] at hi
    simp only [Pi.sub_apply, Pi.smul_apply, Pi.zero_apply, smul_eq_mul] at hi
    exact sub_eq_zero.mp hi
  have hx : (fun i => (v i).re) = -(K *ᵥ fun i => (v i).im) := by
    funext i
    have hi := congrArg Complex.re (hrow i)
    simpa [Matrix.mulVec, dotProduct, Complex.re_sum, Complex.im_sum] using hi
  have hy : (fun i => (v i).im) = K *ᵥ fun i => (v i).re := by
    funext i
    have hi := congrArg Complex.im (hrow i)
    simpa [Matrix.mulVec, dotProduct, Complex.re_sum, Complex.im_sum] using hi
  obtain ⟨h1, h2⟩ := real_part _ _ hx hy
  exact hv (funext fun i => Complex.ext (congrFun h1 i) (congrFun h2 i))
```

This matters for reading the definition of $S$, because Lean assigns a value to the inverse even of a singular matrix. Here the inverse is the true one.

Q: And unitarity? I would expect to diagonalise $K$ and note that each eigenvalue $\lambda$ becomes the phase $(1+i\lambda)/(1-i\lambda)$.

A: That works, but two linear equations are enough. Multiplying the definition by $1-iK$ from the right gives

$$S(1-iK)=1+iK.$$

Since $1-iK$ and $1+iK$ commute, multiplying from the left gives

$$(1-iK)S=(1+iK)(1-iK)(1-iK)^{-1}=1+iK.$$

The next theorem records both equations, with the commutation as `comm`.

```lean
/-- For a real symmetric reactance matrix `K`, the scattering matrix solves `S(1 - iK) = 1 + iK` and
`(1 - iK)S = 1 + iK`. -/
theorem scatteringMatrix_equations {K : Matrix n n ℝ} (hK : K.IsSymm) :
    scatteringMatrix K * (1 - Complex.I • complexK K) = 1 + Complex.I • complexK K ∧
    (1 - Complex.I • complexK K) * scatteringMatrix K = 1 + Complex.I • complexK K := by
  have hdet := (Matrix.isUnit_iff_isUnit_det _).mp (isUnit_one_sub_iK hK)
  have comm : ∀ B : Matrix n n ℂ, (1 - B) * (1 + B) = (1 + B) * (1 - B) := by
    intro B
    noncomm_ring
  unfold scatteringMatrix
  constructor
  · rw [mul_assoc, Matrix.nonsing_inv_mul _ hdet, mul_one]
  · rw [← mul_assoc, comm, mul_assoc, Matrix.mul_nonsing_inv _ hdet, mul_one]
```

For symmetry, transpose the first equation. Because $K^{T}=K$,

$$(1-iK)S^{T}=1+iK=(1-iK)S,$$

and cancelling $1-iK$ on the left leaves $S^{T}=S$. In the proof, `ht` is the transposed equation and `mul_left_cancel` does the cancelling.

```lean
/-- The scattering matrix of a real symmetric reactance matrix is symmetric. -/
theorem scatteringMatrix_isSymm {K : Matrix n n ℝ} (hK : K.IsSymm) :
    (scatteringMatrix K).IsSymm := by
  obtain ⟨hr, hl⟩ := scatteringMatrix_equations hK
  have hA : (complexK K)ᵀ = complexK K := by
    ext i j
    simp [complexK, hK.apply i j]
  -- transpose `S(1 - iK) = 1 + iK` and cancel `1 - iK`
  have ht := congrArg Matrix.transpose hr
  rw [Matrix.transpose_mul, Matrix.transpose_sub, Matrix.transpose_add,
    Matrix.transpose_one, Matrix.transpose_smul, hA] at ht
  exact (isUnit_one_sub_iK hK).mul_left_cancel (ht.trans hl.symm)
```

For unitarity, take the adjoint of the second equation. Since $K$ is real and symmetric, $K^\dagger=K$, so the adjoint exchanges $1-iK$ and $1+iK$:

$$S^\dagger(1+iK)=1-iK.$$

Now use the first equation:

$$S^\dagger S(1-iK)=S^\dagger(1+iK)=1-iK.$$

Cancelling on the right gives $S^\dagger S=1$. The facts `hD` and `hN` are the two exchanges, and `hs` is the adjoint equation.

```lean
/-- The scattering matrix of a real symmetric reactance matrix satisfies `S†S = 1`. -/
theorem scatteringMatrix_unitary {K : Matrix n n ℝ} (hK : K.IsSymm) :
    (scatteringMatrix K)ᴴ * scatteringMatrix K = 1 := by
  obtain ⟨hr, hl⟩ := scatteringMatrix_equations hK
  have hA : (complexK K)ᴴ = complexK K := by
    ext i j
    simp [complexK, hK.apply i j]
  have hD : (1 - Complex.I • complexK K)ᴴ = 1 + Complex.I • complexK K := by
    simp [Matrix.conjTranspose_smul, hA]
  have hN : (1 + Complex.I • complexK K)ᴴ = 1 - Complex.I • complexK K := by
    simp [Matrix.conjTranspose_smul, hA, sub_eq_add_neg]
  -- the adjoint of `(1 - iK)S = 1 + iK` is `S†(1 + iK) = 1 - iK`
  have hs := congrArg Matrix.conjTranspose hl
  rw [Matrix.conjTranspose_mul, hD, hN] at hs
  apply (isUnit_one_sub_iK hK).mul_right_cancel
  rw [mul_assoc, hr, hs, one_mul]
```

Q: I measure intensities, not matrix identities. Does the formal statement reach the sum of probabilities, with the indices the right way round?

A: Yes. The diagonal entry $m$ of $S^\dagger S=1$ reads

$$\sum_j \overline{S_{jm}}\,S_{jm}=\sum_j|S_{jm}|^2=1.$$

The theorem `flux_conservation` has four parts: `1 - iK` is invertible, $S$ is symmetric, $S$ belongs to the unitary group, and for every `m` the sum over `j` of `‖scatteringMatrix K j m‖ ^ 2` equals one. The first index is the outgoing channel and the second the incident one. In the proof, `h1` is the diagonal entry, `h2` rewrites it with squared moduli, and the last line returns from complex to real numbers.

```lean
/-- For real symmetric `K`, the matrix `1 - iK` is invertible, `S` is symmetric and unitary,
and the outgoing probabilities `|S_jm|²` sum to one for each incident channel `m`. -/
theorem flux_conservation {K : Matrix n n ℝ} (hK : K.IsSymm) :
    IsUnit (1 - Complex.I • complexK K) ∧
    (scatteringMatrix K).IsSymm ∧
    scatteringMatrix K ∈ Matrix.unitaryGroup n ℂ ∧
    ∀ m, ∑ j, ‖scatteringMatrix K j m‖ ^ 2 = 1 := by
  have hU := scatteringMatrix_unitary hK
  refine ⟨isUnit_one_sub_iK hK, scatteringMatrix_isSymm hK,
    Matrix.mem_unitaryGroup_iff'.mpr hU, fun m => ?_⟩
  -- read off the diagonal entry `m` of `S†S = 1`
  have h1 : ∑ j, star (scatteringMatrix K j m) * scatteringMatrix K j m = 1 := by
    have h := congrFun (congrFun hU m) m
    simpa only [Matrix.mul_apply, Matrix.conjTranspose_apply, Matrix.one_apply_eq] using h
  have h2 : ((∑ j, ‖scatteringMatrix K j m‖ ^ 2 : ℝ) : ℂ) = 1 := by
    refine Eq.trans ?_ h1
    push_cast
    exact Finset.sum_congr rfl fun j _ => (Complex.conj_mul' _).symm
  exact_mod_cast h2
```

Q: So if my computed probabilities sum to one, my calculation is sound?

A: No, and the theorem shows why. It holds for every real symmetric $K$, including one from a poor potential or an unconverged basis. In simulation practice, for a finite set of elastic channels with $K$ real and symmetric, a sum that differs from one by more than rounding points to a fault in the step from $K$ to $S$. For such a $K$, a sum equal to one says nothing about how accurate its entries are.

Q: Suppose the incident beam lies in a mirror plane of the surface. I expect mirror-related beams to be equally strong. Is that contained in the same algebra?

A: It is, once the mirror symmetry is expressed as a permutation $\sigma$ of the channels with $K_{\sigma(i)\sigma(j)}=K_{ij}$. Define $S'_{ij}=S_{\sigma(i)\sigma(j)}$. Relabelling both indices in $S(1-iK)=1+iK$ leaves $1-iK$ and $1+iK$ unchanged, so

$$S'(1-iK)=1+iK=S(1-iK),$$

and cancellation gives $S'=S$. If $\sigma$ leaves the incident channel $m$ in place, then $|S_{\sigma(j)m}|^2=|S_{jm}|^2$, which is your equality of beams.

In Lean, `submatrix σ σ` is the relabelling, `hD` and `hN` say that the two matrices are unchanged by it, and `h` is the displayed equation. The invariance of $K$ is the hypothesis `hσ`; it is not derived from a surface structure.

```lean
/-- If a permutation `σ` of the channels leaves a real symmetric reactance matrix unchanged, it
leaves every scattering amplitude unchanged. -/
theorem scatteringMatrix_channel_symmetry {K : Matrix n n ℝ} (hK : K.IsSymm) (σ : n ≃ n)
    (hσ : ∀ i j, K (σ i) (σ j) = K i j) (i j : n) :
    scatteringMatrix K (σ i) (σ j) = scatteringMatrix K i j := by
  have hr := (scatteringMatrix_equations hK).1
  have hD : (1 - Complex.I • complexK K).submatrix σ σ = 1 - Complex.I • complexK K := by
    ext a b
    simp [complexK, Matrix.one_apply, hσ]
  have hN : (1 + Complex.I • complexK K).submatrix σ σ = 1 + Complex.I • complexK K := by
    ext a b
    simp [complexK, Matrix.one_apply, hσ]
  -- the relabelled matrix solves the same equation as `S`
  have h : (scatteringMatrix K).submatrix σ σ * (1 - Complex.I • complexK K) =
      scatteringMatrix K * (1 - Complex.I • complexK K) := by
    calc _ = (scatteringMatrix K).submatrix σ σ *
          (1 - Complex.I • complexK K).submatrix σ σ := by rw [hD]
      _ = (scatteringMatrix K * (1 - Complex.I • complexK K)).submatrix σ σ :=
          Matrix.submatrix_mul_equiv _ _ _ _ _
      _ = _ := by rw [hr, hN]
  exact congrFun (congrFun ((isUnit_one_sub_iK hK).mul_right_cancel h) i) j
```

Q: Give me a case I can check with numbers.

A: Take two open channels, labelled 0 and 1 as in Lean. With real numbers $a$, $b$ and $k$, where $k$ is now a matrix element and not a wavenumber, let

$$K=\begin{pmatrix}a&k\\k&b\end{pmatrix}.$$

Row 1 of $S(1-iK)=1+iK$ gives

$$(1-ia)S_{10}-ik\,S_{11}=ik,\qquad -ik\,S_{10}+(1-ib)S_{11}=1+ib.$$

Multiply the first equation by $1-ib$ and the second by $ik$, then add. The terms in $S_{11}$ cancel, leaving

$$S_{10}\left[1+k^2-ab-i(a+b)\right]=2ik.$$

Taking squared moduli yields

$$|S_{10}|^2=\frac{4k^2}{(1+k^2-ab)^2+(a+b)^2}.$$

The denominator equals $1+a^2+b^2+2k^2+(k^2-ab)^2$, so it is never zero. With $a=b=0$ and $k=1$ the probability is one: everything leaves in the other channel. With $a=b=0$ and large $k$ it falls off as $4/k^2$, so a larger off-diagonal element of $K$ does not always mean more transfer.

The equations `e0` and `e1` are the two entries of row 1. The `linear_combination` that proves `hs` uses the same multipliers, `hn` takes squared moduli, and `hpos` shows that the denominator is positive.

```lean
/-- With two open channels and `K = [[a, k], [k, b]]`, the probability of scattering from
channel 0 into channel 1 is `4k² / ((1 + k² - ab)² + (a + b)²)`. -/
theorem two_channel_probability (a b k : ℝ) :
    ‖scatteringMatrix !![a, k; k, b] 1 0‖ ^ 2 =
      4 * k ^ 2 / ((1 + k ^ 2 - a * b) ^ 2 + (a + b) ^ 2) := by
  have hK : (!![a, k; k, b] : Matrix (Fin 2) (Fin 2) ℝ).IsSymm := by
    unfold Matrix.IsSymm
    ext i j
    fin_cases i <;> fin_cases j <;> simp
  have hr := (scatteringMatrix_equations hK).1
  have e0 := congrFun (congrFun hr 1) 0
  have e1 := congrFun (congrFun hr 1) 1
  simp [Matrix.mul_apply, Fin.sum_univ_two, complexK] at e0 e1
  -- eliminate `S_11` from the two equations of row 1
  have hs : scatteringMatrix !![a, k; k, b] 1 0 *
      (((1 + k ^ 2 - a * b : ℝ) : ℂ) + ((-(a + b) : ℝ) : ℂ) * Complex.I) =
      ((0 : ℝ) : ℂ) + ((2 * k : ℝ) : ℂ) * Complex.I := by
    push_cast
    linear_combination (1 - Complex.I * b) * e0 + Complex.I * k * e1 -
      scatteringMatrix !![a, k; k, b] 1 0 * (a * b - k ^ 2) * Complex.I_sq
  have hn := congrArg Complex.normSq hs
  rw [Complex.normSq_mul, Complex.normSq_add_mul_I, Complex.normSq_add_mul_I] at hn
  have hpos : 0 < (1 + k ^ 2 - a * b) ^ 2 + (a + b) ^ 2 := by
    have h : (1 + k ^ 2 - a * b) ^ 2 + (a + b) ^ 2 =
        1 + a ^ 2 + b ^ 2 + 2 * k ^ 2 + (k ^ 2 - a * b) ^ 2 := by ring
    rw [h]
    positivity
  rw [Complex.sq_norm, eq_div_iff hpos.ne']
  linear_combination hn
```

Q: Last doubt. Numerical noise makes my $K$ slightly unsymmetric. Does symmetry matter for invertibility, or only for the look of $S$?

A: It can matter for invertibility. Take the real antisymmetric matrix

$$K=\begin{pmatrix}0&1\\-1&0\end{pmatrix},\qquad 1-iK=\begin{pmatrix}1&-i\\i&1\end{pmatrix}.$$

The determinant is $1-(-i)(i)=1-1=0$, and the Lean proof computes exactly this. The example is far from symmetric, so it does not mean that rounding noise will make your system singular. It does show that real entries alone are not enough, and that the symmetry of a computed $K$ deserves a look before you form $S$.

```lean
/-- For the real antisymmetric matrix `K = [[0, 1], [-1, 0]]`, the matrix `1 - iK` is not
invertible. -/
theorem antisymmetric_K_singular :
    ¬ IsUnit (1 - Complex.I • complexK (!![0, 1; -1, 0] : Matrix (Fin 2) (Fin 2) ℝ)) := by
  rw [Matrix.isUnit_iff_isUnit_det, Matrix.det_fin_two]
  simp [complexK]

end

end AtomSurfaceScattering
```

```lean
#print axioms AtomSurfaceScattering.flux_conservation
-- 'AtomSurfaceScattering.flux_conservation' depends on axioms: [propext, Classical.choice, Quot.sound]
#print axioms AtomSurfaceScattering.scatteringMatrix_channel_symmetry
-- 'AtomSurfaceScattering.scatteringMatrix_channel_symmetry' depends on axioms: [propext, Classical.choice, Quot.sound]
#print axioms AtomSurfaceScattering.two_channel_probability
-- 'AtomSurfaceScattering.two_channel_probability' depends on axioms: [propext, Classical.choice, Quot.sound]
#print axioms AtomSurfaceScattering.antisymmetric_K_singular
-- 'AtomSurfaceScattering.antisymmetric_K_singular' depends on axioms: [propext, Classical.choice, Quot.sound]
```
